# A large level shift projects a subspace out of a matrix inverse

## Question

Split a finite-dimensional complex space into a first and a second subspace, with basis vectors labelled by finite sets $m$ and $n$. Let $A$ ($m\times m$), $B$ ($m\times n$), $C$ ($n\times m$) and $D$ ($n\times n$) be complex matrices, and for real $\mu$ set

$$H(\mu)=\begin{pmatrix}A+\mu 1 & B\\ C & D\end{pmatrix}.$$

The physical claim is that pushing the first subspace up in energy removes it: if $D$ is invertible, then $H(\mu)$ is invertible for all large $\mu$ and

$$H(\mu)^{-1}\to\begin{pmatrix}0&0\\0&D^{-1}\end{pmatrix}\qquad(\mu\to+\infty).$$

How can this be stated and proved in Lean 4 with Mathlib, without assuming that anything is Hermitian? Is invertibility of $D$ really needed?

## Answer

### Modelling choices

The full space is indexed by the disjoint union `m ⊕ n`, with block index 1 for `m` (shifted) and block index 2 for `n` (kept), and $H(\mu)$ is `levelShifted A B C D μ`. Four more matrices have names:

$$S=A-BD^{-1}C,\quad \Omega=\begin{pmatrix}1\\-D^{-1}C\end{pmatrix},\quad \Omega'=\begin{pmatrix}1&-BD^{-1}\end{pmatrix},\quad P=\begin{pmatrix}0&0\\0&D^{-1}\end{pmatrix}.$$

They are `effective A B C D`, `waveOp C D`, `dualWaveOp B D` and `projectedInverse m D`. Despite the letter, $P$ is an inverse on the second subspace and in general not a projector. If the blocks are those of a Hamiltonian minus an energy $E$, then $H(\mu)^{-1}$ is the resolvent at $E$ of the shifted Hamiltonian, $D^{-1}$ is the resolvent of the second block alone, and $S$ is the energy-dependent effective Hamiltonian of the first subspace minus $E$. No Hermiticity is assumed, so $E$ may be complex.

Invertibility of a square matrix $X$ is `IsUnit X.det`, which over $\mathbb C$ means $\det X\neq0$. The shift is a real number cast to $\mathbb C$, and $\mu\to+\infty$ is the filter `atTop`. The phrase "for all large $\mu$" is `∀ᶠ μ : ℝ in atTop`: some threshold exists beyond which the property holds, and its value is not given. Convergence of matrices is entry by entry, which in finite dimension is the same as convergence in any matrix norm.

The four final theorems read as follows.

- `level_shift_projects`: if $\det D\ne0$, then $H(\mu)$ is invertible for all large $\mu$, and $H(\mu)^{-1}\to P$.
- `leading_correction`: if $\det D\ne0$, then $\mu\,(H(\mu)^{-1}-P)\to\Omega\Omega'$.
- `limit_forces_invertible`: if $H(\mu)$ is invertible for all large $\mu$ and $H(\mu)^{-1}$ converges to some matrix $L$, then $\det D\neq0$ and $L=P$.
- `response_projected`: if $\det D\ne0$ and $b=(b_1,b_2)$ is a fixed vector, then $H(\mu)^{-1}b\to(0,D^{-1}b_2)$. In Lean $b_2$ is `b ∘ Sum.inr`, and `Sum.elim` glues the two components together.

The blocks do not depend on $\mu$, the dimension is finite, and the shift is the identity on the first block, which corresponds to a projector written in a basis adapted to the splitting. The theorems concern the inverse at one fixed energy. Beyond the fact that zero is not an eigenvalue of $H(\mu)$ when it is invertible, they say nothing about its eigenvalues or eigenvectors. Either index set may be empty: for empty $m$ the matrix is $D$ itself, and for empty $n$ the hypothesis on $D$ holds automatically and the limit is zero.

### Derivation by hand

*Step 1, decoupling.* With $DD^{-1}=1$,

$$H(\mu)\,\Omega=\begin{pmatrix}A+\mu-BD^{-1}C\\ C-DD^{-1}C\end{pmatrix}=\begin{pmatrix}S+\mu\\0\end{pmatrix}.$$

*Step 2, partitioned inverse.* Suppose $S+\mu$ is invertible. Then

$$H(\mu)\,\Omega\,(S+\mu)^{-1}\Omega'=\begin{pmatrix}1\\0\end{pmatrix}\begin{pmatrix}1&-BD^{-1}\end{pmatrix}=\begin{pmatrix}1&-BD^{-1}\\0&0\end{pmatrix},\qquad H(\mu)\,P=\begin{pmatrix}0&BD^{-1}\\0&1\end{pmatrix}.$$

The two right-hand sides add up to the identity. A right inverse of a square matrix is its inverse, so $H(\mu)$ is invertible and

$$H(\mu)^{-1}=P+\Omega\,(S+\mu)^{-1}\,\Omega'.$$

*Step 3, the shifted resolvent.* For any square $S$ let $X(\mu)=1+S/\mu$, so that $S+\mu=\mu X(\mu)$ for $\mu\neq0$. As $\mu\to+\infty$, $X\to1$. The determinant and the adjugate are polynomials in the entries, hence $\det X\to1$ and $\operatorname{adj}X\to1$. For large $\mu$ the determinant is therefore nonzero, and $X^{-1}=\operatorname{adj}X/\det X\to1$. It follows that $S+\mu$ is invertible with inverse $X^{-1}/\mu$, and $\mu(S+\mu)^{-1}=X^{-1}\to1$.

*Step 4, leading correction.* For large $\mu$, steps 2 and 3 give

$$\mu\,\bigl(H(\mu)^{-1}-P\bigr)=\Omega\,\bigl[\mu(S+\mu)^{-1}\bigr]\,\Omega'\to\Omega\Omega'=\begin{pmatrix}1&-BD^{-1}\\-D^{-1}C&D^{-1}CBD^{-1}\end{pmatrix}.$$

*Step 5, the limit.* For $\mu>0$ write $H(\mu)^{-1}=P+\mu^{-1}\cdot\mu(H(\mu)^{-1}-P)$. The factor $\mu^{-1}$ tends to zero and the other factor converges, so $H(\mu)^{-1}\to P$. Applying both sides to a fixed $b$ gives $H(\mu)^{-1}b\to Pb=(0,D^{-1}b_2)$.

*Step 6, the converse.* Assume only that $H(\mu)$ is invertible for large $\mu$ and $H(\mu)^{-1}\to L$, with blocks $L_{11},L_{12},L_{21},L_{22}$. Multiply $H(\mu)H(\mu)^{-1}=1$ from the left by the block-diagonal matrix with blocks $\mu^{-1}1$ and $1$:

$$\left[\frac1\mu\begin{pmatrix}A&B\\0&0\end{pmatrix}+\begin{pmatrix}1&0\\C&D\end{pmatrix}\right]H(\mu)^{-1}=\frac1\mu\begin{pmatrix}1&0\\0&0\end{pmatrix}+\begin{pmatrix}0&0\\0&1\end{pmatrix}.$$

Every factor converges, and in the limit

$$\begin{pmatrix}1&0\\C&D\end{pmatrix}L=\begin{pmatrix}0&0\\0&1\end{pmatrix}.$$

The 12 block says $L_{12}=0$, and the 22 block says $CL_{12}+DL_{22}=1$, so $DL_{22}=1$ and $D$ is invertible. Step 5 then applies, and $L=P$ because limits are unique.

### The Lean file

```lean
import Mathlib

open Matrix Filter Topology

namespace LevelShiftProjection

noncomputable section

variable {m n : Type*} [Fintype m] [Fintype n] [DecidableEq m] [DecidableEq n]

/-- The partitioned matrix `[[A + μ, B], [C, D]]`, with a real level shift `μ` on the
first subspace. -/
def levelShifted (A : Matrix m m ℂ) (B : Matrix m n ℂ) (C : Matrix n m ℂ) (D : Matrix n n ℂ)
    (μ : ℝ) : Matrix (m ⊕ n) (m ⊕ n) ℂ :=
  fromBlocks (A + (μ : ℂ) • (1 : Matrix m m ℂ)) B C D

/-- The effective matrix (Schur complement) `A - B D⁻¹ C` on the first subspace. -/
def effective (A : Matrix m m ℂ) (B : Matrix m n ℂ) (C : Matrix n m ℂ) (D : Matrix n n ℂ) :
    Matrix m m ℂ :=
  A - B * D⁻¹ * C

/-- The wave operator `[1; -D⁻¹ C]` from the first subspace to the full space. -/
def waveOp (C : Matrix n m ℂ) (D : Matrix n n ℂ) : Matrix (m ⊕ n) m ℂ :=
  fromRows 1 (-(D⁻¹ * C))

/-- The dual wave operator `[1, -B D⁻¹]` from the full space to the first subspace. -/
def dualWaveOp (B : Matrix m n ℂ) (D : Matrix n n ℂ) : Matrix m (m ⊕ n) ℂ :=
  fromCols 1 (-(B * D⁻¹))

/-- The matrix `[[0, 0], [0, D⁻¹]]`: the inverse of `D` on the second subspace, zero
elsewhere. -/
def projectedInverse (m : Type*) (D : Matrix n n ℂ) : Matrix (m ⊕ n) (m ⊕ n) ℂ :=
  fromBlocks 0 0 0 D⁻¹

variable (A : Matrix m m ℂ) (B : Matrix m n ℂ) (C : Matrix n m ℂ) (D : Matrix n n ℂ)

/-- The reciprocal of the level shift tends to zero as the shift grows. -/
theorem inv_shift_tendsto : Tendsto (fun μ : ℝ => (μ : ℂ)⁻¹) atTop (𝓝 0) := by
  have h := (Complex.continuous_ofReal.tendsto 0).comp tendsto_inv_atTop_zero
  simpa [Function.comp_def] using h

/-- For invertible `D`, the shifted matrix times the wave operator is the shifted effective
matrix `A - B D⁻¹ C + μ` on the first subspace and zero on the second. -/
theorem levelShifted_mul_waveOp (hD : IsUnit D.det) (μ : ℝ) :
    levelShifted A B C D μ * waveOp C D
      = fromRows (effective A B C D + (μ : ℂ) • (1 : Matrix m m ℂ)) 0 := by
  have h1 : (A + (μ : ℂ) • (1 : Matrix m m ℂ)) * (1 : Matrix m m ℂ) + B * -(D⁻¹ * C)
      = effective A B C D + (μ : ℂ) • (1 : Matrix m m ℂ) := by
    simp only [effective, Matrix.mul_one, Matrix.mul_neg, Matrix.mul_assoc]
    abel
  have h2 : C * (1 : Matrix m m ℂ) + D * -(D⁻¹ * C) = 0 := by
    rw [Matrix.mul_one, Matrix.mul_neg, ← Matrix.mul_assoc, mul_nonsing_inv _ hD,
      Matrix.one_mul, add_neg_cancel]
  rw [levelShifted, waveOp, fromBlocks_mul_fromRows, h1, h2]

/-- If `D` and the shifted effective matrix `S + μ`, with `S = A - B D⁻¹ C`, are invertible, the shifted matrix is
invertible, with inverse `[[0, 0], [0, D⁻¹]] + Ω (S + μ)⁻¹ Ω'`. -/
theorem partitioned_inverse (hD : IsUnit D.det) (μ : ℝ)
    (hS : IsUnit (effective A B C D + (μ : ℂ) • (1 : Matrix m m ℂ)).det) :
    IsUnit (levelShifted A B C D μ).det ∧
      (levelShifted A B C D μ)⁻¹ = projectedInverse m D +
        waveOp C D * (effective A B C D + (μ : ℂ) • (1 : Matrix m m ℂ))⁻¹ * dualWaveOp B D := by
  have h : levelShifted A B C D μ * (projectedInverse m D +
      waveOp C D * (effective A B C D + (μ : ℂ) • (1 : Matrix m m ℂ))⁻¹ * dualWaveOp B D)
      = 1 := by
    rw [Matrix.mul_add, ← Matrix.mul_assoc, ← Matrix.mul_assoc,
      levelShifted_mul_waveOp A B C D hD, fromRows_mul, mul_nonsing_inv _ hS, Matrix.zero_mul,
      dualWaveOp, fromRows_mul_fromCols, levelShifted, projectedInverse, fromBlocks_multiply,
      fromBlocks_add]
    simp [mul_nonsing_inv _ hD]
  exact ⟨isUnit_det_of_right_inverse h, inv_eq_right_inv h⟩

/-- For any square matrix `S`, the matrix `S + μ` is invertible for all large `μ`, and
`μ (S + μ)⁻¹` tends to the identity. -/
theorem shifted_resolvent (S : Matrix m m ℂ) :
    (∀ᶠ μ : ℝ in atTop, IsUnit (S + (μ : ℂ) • (1 : Matrix m m ℂ)).det) ∧
      Tendsto (fun μ : ℝ => (μ : ℂ) • (S + (μ : ℂ) • (1 : Matrix m m ℂ))⁻¹) atTop (𝓝 1) := by
  -- the rescaled matrix 1 + S/μ tends to 1, and so do its determinant and adjugate
  have hX : Tendsto (fun μ : ℝ => 1 + (μ : ℂ)⁻¹ • S) atTop (𝓝 1) := by
    have h := (inv_shift_tendsto.smul_const S).const_add 1
    simp only [zero_smul, add_zero] at h
    exact h
  have hdet : Tendsto (fun μ : ℝ => (1 + (μ : ℂ)⁻¹ • S).det) atTop (𝓝 1) := by
    have hc : Continuous fun X : Matrix m m ℂ => X.det := continuous_id.matrix_det
    have h := (hc.tendsto 1).comp hX
    simp only [det_one] at h
    exact h
  have hadj : Tendsto (fun μ : ℝ => (1 + (μ : ℂ)⁻¹ • S).adjugate) atTop (𝓝 1) := by
    have hc : Continuous fun X : Matrix m m ℂ => X.adjugate := continuous_id.matrix_adjugate
    have h := (hc.tendsto 1).comp hX
    simp only [adjugate_one] at h
    exact h
  have hinv : Tendsto (fun μ : ℝ => (1 + (μ : ℂ)⁻¹ • S)⁻¹) atTop (𝓝 1) := by
    have h := (hdet.inv₀ one_ne_zero).smul hadj
    simp only [inv_one, one_smul] at h
    refine h.congr fun μ => ?_
    simp only [Matrix.inv_def, Ring.inverse_eq_inv]
  -- S + μ = μ (1 + S/μ)
  have hev : ∀ᶠ μ : ℝ in atTop, (S + (μ : ℂ) • (1 : Matrix m m ℂ)) *
      ((μ : ℂ)⁻¹ • (1 + (μ : ℂ)⁻¹ • S)⁻¹) = 1 ∧ (μ : ℂ) ≠ 0 := by
    filter_upwards [hdet.eventually_ne one_ne_zero, eventually_gt_atTop 0] with μ h1 h2
    have h0 : (μ : ℂ) ≠ 0 := by exact_mod_cast h2.ne'
    have e : S + (μ : ℂ) • (1 : Matrix m m ℂ) = (μ : ℂ) • (1 + (μ : ℂ)⁻¹ • S) := by
      rw [smul_add, smul_smul, mul_inv_cancel₀ h0, one_smul, add_comm]
    refine ⟨?_, h0⟩
    rw [e, Matrix.smul_mul, Matrix.mul_smul, smul_smul, mul_inv_cancel₀ h0, one_smul]
    exact mul_nonsing_inv _ (isUnit_iff_ne_zero.2 h1)
  refine ⟨hev.mono fun μ h => isUnit_det_of_right_inverse h.1, hinv.congr' ?_⟩
  filter_upwards [hev] with μ h
  simp only [inv_eq_right_inv h.1, smul_smul, mul_inv_cancel₀ h.2, one_smul]

/-- For invertible `D`, the deviation of the inverse of the shifted matrix from
`[[0, 0], [0, D⁻¹]]`, multiplied by `μ`, tends to `Ω Ω'`. -/
theorem leading_correction (hD : IsUnit D.det) :
    Tendsto (fun μ : ℝ => (μ : ℂ) • ((levelShifted A B C D μ)⁻¹ - projectedInverse m D))
      atTop (𝓝 (waveOp C D * dualWaveOp B D)) := by
  have hR := shifted_resolvent (effective A B C D)
  have hc : Continuous fun R : Matrix m m ℂ => waveOp C D * R * dualWaveOp B D :=
    (continuous_const.matrix_mul continuous_id).matrix_mul continuous_const
  have h := (hc.tendsto 1).comp hR.2
  simp only [Matrix.mul_one] at h
  refine h.congr' ?_
  filter_upwards [hR.1] with μ hμ
  simp only [Function.comp_apply, (partitioned_inverse A B C D hD μ hμ).2, add_sub_cancel_left,
    Matrix.mul_smul, Matrix.smul_mul]

/-- For invertible `D`, the matrix `[[A + μ, B], [C, D]]` is invertible for all large `μ`, and
its inverse tends to `[[0, 0], [0, D⁻¹]]` as `μ → ∞`. -/
theorem level_shift_projects (hD : IsUnit D.det) :
    (∀ᶠ μ : ℝ in atTop, IsUnit (levelShifted A B C D μ).det) ∧
      Tendsto (fun μ : ℝ => (levelShifted A B C D μ)⁻¹) atTop (𝓝 (projectedInverse m D)) := by
  refine ⟨(shifted_resolvent (effective A B C D)).1.mono fun μ hμ =>
    (partitioned_inverse A B C D hD μ hμ).1, ?_⟩
  -- the deviation is 1/μ times a convergent matrix
  have h := (inv_shift_tendsto.smul (leading_correction A B C D hD)).const_add
    (projectedInverse m D)
  simp only [zero_smul, add_zero] at h
  refine h.congr' ?_
  filter_upwards [eventually_gt_atTop 0] with μ hμ
  have h0 : (μ : ℂ) ≠ 0 := by exact_mod_cast hμ.ne'
  simp only [smul_smul, inv_mul_cancel₀ h0, one_smul]
  abel

/-- If the shifted matrix is invertible for all large `μ` and its inverse has a limit `L`, then
`D` is invertible and `L = [[0, 0], [0, D⁻¹]]`. -/
theorem limit_forces_invertible (L : Matrix (m ⊕ n) (m ⊕ n) ℂ)
    (hu : ∀ᶠ μ : ℝ in atTop, IsUnit (levelShifted A B C D μ).det)
    (hL : Tendsto (fun μ : ℝ => (levelShifted A B C D μ)⁻¹) atTop (𝓝 L)) :
    IsUnit D.det ∧ L = projectedInverse m D := by
  -- divide the upper rows of H H⁻¹ = 1 by μ and pass to the limit
  have hT := ((inv_shift_tendsto.smul_const
    (fromBlocks A B 0 0 : Matrix (m ⊕ n) (m ⊕ n) ℂ)).add_const (fromBlocks 1 0 C D)).mul hL
  have hE := (inv_shift_tendsto.smul_const
    (fromBlocks 1 0 0 0 : Matrix (m ⊕ n) (m ⊕ n) ℂ)).add_const (fromBlocks 0 0 0 1)
  simp only [zero_smul, zero_add] at hT hE
  have key : (fromBlocks 1 0 C D : Matrix (m ⊕ n) (m ⊕ n) ℂ) * L
      = (fromBlocks 0 0 0 1 : Matrix (m ⊕ n) (m ⊕ n) ℂ) := by
    refine tendsto_nhds_unique (hT.congr' ?_) hE
    filter_upwards [hu, eventually_gt_atTop 0] with μ h1 h2
    have h0 : (μ : ℂ) ≠ 0 := by exact_mod_cast h2.ne'
    have e : (μ : ℂ)⁻¹ • (fromBlocks A B 0 0 : Matrix (m ⊕ n) (m ⊕ n) ℂ)
          + (fromBlocks 1 0 C D : Matrix (m ⊕ n) (m ⊕ n) ℂ)
        = ((μ : ℂ)⁻¹ • (fromBlocks 1 0 0 0 : Matrix (m ⊕ n) (m ⊕ n) ℂ)
          + (fromBlocks 0 0 0 1 : Matrix (m ⊕ n) (m ⊕ n) ℂ))
          * levelShifted A B C D μ := by
      simp only [levelShifted, fromBlocks_smul, fromBlocks_add, fromBlocks_multiply]
      generalize (μ : ℂ) = z at h0 ⊢
      simp [smul_smul, h0]
    simp only [e, Matrix.mul_assoc, mul_nonsing_inv _ h1, Matrix.mul_one]
  -- the right-hand blocks give L₁₂ = 0 and D L₂₂ = 1
  rw [← fromBlocks_toBlocks L, fromBlocks_multiply, fromBlocks_inj] at key
  obtain ⟨-, k12, -, k22⟩ := key
  simp only [Matrix.one_mul, Matrix.zero_mul, add_zero] at k12
  rw [k12, Matrix.mul_zero, zero_add] at k22
  have hD : IsUnit D.det := isUnit_det_of_right_inverse k22
  exact ⟨hD, tendsto_nhds_unique hL (level_shift_projects A B C D hD).2⟩

/-- For invertible `D` and a source vector `b`, the inverse of the shifted matrix applied to `b`
tends to the vector with zero first component and second component `D⁻¹ b₂`. -/
theorem response_projected (hD : IsUnit D.det) (b : m ⊕ n → ℂ) :
    Tendsto (fun μ : ℝ => (levelShifted A B C D μ)⁻¹ *ᵥ b) atTop
      (𝓝 (Sum.elim 0 (D⁻¹ *ᵥ (b ∘ Sum.inr)))) := by
  have hc : Continuous fun G : Matrix (m ⊕ n) (m ⊕ n) ℂ => G *ᵥ b :=
    continuous_id.matrix_mulVec continuous_const
  have e : projectedInverse m D *ᵥ b = Sum.elim (0 : m → ℂ) (D⁻¹ *ᵥ (b ∘ Sum.inr)) := by
    simp [projectedInverse, fromBlocks_mulVec]
  rw [← e]
  exact (hc.tendsto _).comp (level_shift_projects A B C D hD).2

end

end LevelShiftProjection
```

```lean
#print axioms LevelShiftProjection.level_shift_projects
#print axioms LevelShiftProjection.limit_forces_invertible
#print axioms LevelShiftProjection.response_projected
```

```
'LevelShiftProjection.level_shift_projects' depends on axioms: [propext, Classical.choice, Quot.sound]
'LevelShiftProjection.limit_forces_invertible' depends on axioms: [propext, Classical.choice, Quot.sound]
'LevelShiftProjection.response_projected' depends on axioms: [propext, Classical.choice, Quot.sound]
```

### Remarks

**Proof against derivation.** `inv_shift_tendsto` supplies $\mu^{-1}\to0$ in $\mathbb C$, obtained from the real statement through continuity of the cast; it drives steps 3, 5 and 6. In `levelShifted_mul_waveOp`, `h1` and `h2` are the upper and lower rows of step 1, and `fromBlocks_mul_fromRows` performs the block product.

`partitioned_inverse` proves the single equation `h`, that $H(\mu)$ times the candidate is 1. The rewrite chain distributes the product, inserts step 1, cancels $(S+\mu)(S+\mu)^{-1}$ with `mul_nonsing_inv _ hS`, and writes both terms as block matrices; the final `simp` cancels $BD^{-1}$ and uses $DD^{-1}=1$.

In `shifted_resolvent`, `hX`, `hdet`, `hadj` and `hinv` are the limits of $X$, $\det X$, $\operatorname{adj}X$ and $X^{-1}$, and `hev` states that for large $\mu$ the matrix $\mu^{-1}X^{-1}$ is a right inverse of $S+\mu$, with `e` the factorisation $S+\mu=\mu X$. `leading_correction` composes this limit with the continuous map $R\mapsto\Omega R\,\Omega'$, and `level_shift_projects` multiplies by $\mu^{-1}$ and adds $P$. `response_projected` composes the main limit with the continuous map $G\mapsto Gb$, with `e` evaluating $Pb$.

In `limit_forces_invertible`, `hT` and `hE` are the limits of the left and right sides of the scaled identity in step 6, `e` shows that the square bracket equals the scaling matrix times $H(\mu)$, and `key` is the limiting equation. `fromBlocks_inj` splits it into four block equations, of which `k12` and `k22` are used.

**Without the hypotheses.** The converse theorem answers the second question: for an eventually invertible $H(\mu)$, convergence of the inverse requires an invertible $D$. With $1\times1$ blocks $A=D=0$ and $B=C=1$,

$$H(\mu)=\begin{pmatrix}\mu&1\\1&0\end{pmatrix},\qquad H(\mu)^{-1}=\begin{pmatrix}0&1\\1&-\mu\end{pmatrix}.$$

The matrix is invertible for every $\mu$, but the 22 entry of its inverse diverges. The hypothesis `hu` of the converse has its own example. Mathlib sets the inverse of a singular matrix to zero, so for $A=B=C=D=0$ with $1\times1$ blocks, $H(\mu)$ is always singular, its Lean inverse is constantly zero and converges, and $D$ is singular; `hu` excludes this case.

**A reusable technique.** An identity such as $S+\mu=\mu X$ (valid for $\mu\neq0$) or the formula of step 2 (valid when $S+\mu$ is invertible) need not hold for every $\mu$, but it holds for all large $\mu$. The proofs first establish the limit of an expression assembled from continuous operations, and then move it to the function of interest with `congr'`, which asks for equality only eventually. `filter_upwards` discharges that goal by collecting the eventual facts, here `eventually_gt_atTop 0` and the invertibility statements, as ordinary hypotheses at one fixed $\mu$. For inverses, one equation $XY=1$ yields both invertibility (`isUnit_det_of_right_inverse`) and the formula (`inv_eq_right_inv`), so no determinant of a block matrix is computed.

**Another model.** A basis-free version would take one matrix $M$, an idempotent $Q$ onto the shifted subspace, and the family $M+\mu Q$. The hypothesis would become invertibility of $(1-Q)M(1-Q)$ on the range of $1-Q$, which is not invertibility of that product as a matrix, since it is singular on the whole space whenever $Q\neq0$; it can be expressed with a restricted linear map, an explicitly given partial inverse, or the completed matrix $Q+(1-Q)M(1-Q)$. The index type `m ⊕ n` avoids this by making $D$ a square matrix of its own, at the price of fixing a basis adapted to $Q$. One could also let $\mu$ be complex with $|\mu|\to\infty$: the derivation above uses only $\mu^{-1}\to0$ and $\mu\ne0$ for large shifts, but the theorems as stated fix real $\mu\to+\infty$ and neither variant has been formalised.

**In a calculation.** In projection-based embedding a large multiple of the projector onto the environment orbitals is added to a Fock matrix to keep the subsystem orbitals nearly orthogonal to them; for a fixed finite matrix in an orthonormal adapted basis, with no self-consistent update, the theorem describes the resolvent of that shifted matrix at an energy outside the spectrum of the kept block. In such an adapted basis the shift is a large number added to the diagonal entries of the first block; in a linear solve $H(\mu)x=b$ with invertible $D$ and fixed $b$ it acts as a penalty that imposes $x_1\approx0$, where $x_1$ is the component of $x$ in the first subspace. By `response_projected` the solution approaches $(0,D^{-1}b_2)$, and by `leading_correction` the error of the inverse behaves as $\Omega\Omega'/\mu$, so asymptotically a doubled shift halves it. For invertible $D$ and both subspaces nonempty, the condition number of $H(\mu)$ grows in proportion to $\mu$, because the norm of $H(\mu)$ does while its inverse tends to $P\neq0$. In floating-point arithmetic this can limit how large a shift is useful, notably when the basis is not adapted and the large multiple of the projector changes many entries, whereas solving directly with $D$ gives the limit with no shift at all.
